# Doubly stochastic 3×3 matrices have permanent at least 2/9: a floor for threefold coincidences of distinguishable particles

## Can zeros in the transition matrix push coincidences below 2/9?

Let \(P_{ij}\) be the probability that a particle entering input \(j\) of a lossless three-mode interferometer leaves in output \(i\). I send in three distinguishable, non-interacting particles, one per input, and count the events with one particle in each output. Their probability is a sum of six products of entries of \(P\), one for each assignment of particles to outputs.

If every \(P_{ij}\) is \(1/3\), I get \(6/27=2/9\). But if I could make the diagonal of \(P\) vanish, four of the six products would be gone at once. Could some such pattern of zeros bring the coincidences below \(2/9\), perhaps even to zero, as happens for two identical photons at a balanced beam splitter?

## No: any departure from 1/3 raises the probability

Number inputs and outputs 0, 1, 2, with rows of \(P\) for outputs and columns for inputs. The six-term sum is the permanent,
\[
\operatorname{per}P=\sum_{\sigma}P_{\sigma(0)0}\,P_{\sigma(1)1}\,P_{\sigma(2)2},
\]
where \(\sigma\) runs over the permutations of \(\{0,1,2\}\). The matrix is doubly stochastic: its entries are nonnegative, and every row and column sums to one. Under these conditions
\[
\operatorname{per}P\;\ge\;\frac29+\frac1{18}\sum_{i,j}\Bigl(P_{ij}-\frac13\Bigr)^2 ,
\]
so the minimum is \(2/9\), and it is reached only when all entries are \(1/3\).

Your zero-diagonal pattern, with \(1/2\) everywhere else, leaves two products of \(1/8\) each. The permanent is \(1/4\), above \(2/9\): the surviving products have grown by more than the lost ones contributed.

### From six products to single entries

Write \(P_{ij}=1/3+b_{ij}\). All row and column sums of \(b\) are zero. Expand the six products by degree in \(b\).

- **Degree 0.** Six terms of \(1/27\) give \(2/9\).
- **Degree 1.** Each \(b_{ij}\) occurs in two products with factor \(1/9\), which gives \(\frac29\sum b_{ij}=0\).
- **Degree 2.** Two entries in different rows and columns occur together in exactly one product, with factor \(1/3\). For fixed \(b_{ij}\), the entries outside row \(i\) and column \(j\) sum to \(0-0-0+b_{ij}=b_{ij}\). Summing \(b_{ij}\) times this over all entries counts each pair twice, so the total is \(\frac13\cdot\frac12\sum b_{ij}^2=\frac16\sum b_{ij}^2\).
- **Degree 3.** This is \(\operatorname{per}b\). Expand it along row 0. For a column \(j\), let \(k,l\) be the other two columns. Since rows 1 and 2 sum to zero,
\[
b_{1k}b_{2l}+b_{1l}b_{2k}=b_{1j}b_{2j}-b_{1k}b_{2k}-b_{1l}b_{2l}=2b_{1j}b_{2j}-T,\qquad T=\sum_m b_{1m}b_{2m}.
\]
Multiply by \(b_{0j}\) and sum over \(j\). The term with \(T\) vanishes because row 0 sums to zero, and \(2\sum_j b_{0j}b_{1j}b_{2j}\) remains. Three numbers with sum zero satisfy \(u^3+v^3+w^3=3uvw\), so applying this to each column gives \(\frac23\sum b_{ij}^3\).

Altogether,
\[
\operatorname{per}P=\frac29+\sum_{i,j}\Bigl(\frac23b_{ij}^3+\frac16b_{ij}^2\Bigr).
\]

### Schur's inequality, row by row

A single entry can contribute negatively, so the bound is taken over a whole row. Let the row be \(x,y,z\ge0\) with \(x+y+z=1\), and let \(a,b,c\) be its deviations from \(1/3\). Define
\[
S=x(x-y)(x-z)+y(y-x)(y-z)+z(z-x)(z-y).
\]
Schur's inequality says \(S\ge0\). As \(S\) is symmetric, assume \(x\ge y\ge z\). Then
\[
S=(x-y)^2(x+y-z)+z(x-z)(y-z),
\]
and both terms are nonnegative.

To express \(S\) in the deviations, use \(a+b+c=0\). First, \((a-b)(a-c)=2a^2+bc\), so the cubic part of \(S\) is \(2(a^3+b^3+c^3)+3abc=3(a^3+b^3+c^3)\). The remaining part is \(\frac13(a^2+b^2+c^2-ab-bc-ca)=\frac12(a^2+b^2+c^2)\). Hence
\[
\frac29S=\frac23(a^3+b^3+c^3)+\frac19(a^2+b^2+c^2)\ge0 .
\]
Adding \(\frac1{18}(a^2+b^2+c^2)\) to both sides shows that the row contributes at least \(\frac1{18}(a^2+b^2+c^2)\). The three rows together give the bound. If \(\operatorname{per}P=2/9\), the sum of squares must vanish, so every entry is \(1/3\).

For the zero-diagonal matrix, each row consists of \(0,\frac12,\frac12\) and has \(S=0\). Its squared distance from the uniform matrix is \(1/2\), and \(2/9+1/36=1/4\), so the constant \(1/18\) cannot be increased for doubly stochastic matrices.

### The Lean file

```lean
import Mathlib

open Matrix

namespace ThreefoldCoincidence

/-- The permanent of a real 3 by 3 matrix is the sum of six products, one for each permutation of
the three indices. -/
theorem permanent_three (P : Matrix (Fin 3) (Fin 3) ℝ) :
    P.permanent = P 0 0 * P 1 1 * P 2 2 + P 0 0 * P 1 2 * P 2 1
      + P 0 1 * P 1 0 * P 2 2 + P 0 1 * P 1 2 * P 2 0
      + P 0 2 * P 1 0 * P 2 1 + P 0 2 * P 1 1 * P 2 0 := by
  -- list the six permutations explicitly
  have h : (Finset.univ : Finset (Equiv.Perm (Fin 3))) =
      {1, Equiv.swap 0 1, Equiv.swap 0 2, Equiv.swap 1 2,
        Equiv.swap 0 1 * Equiv.swap 1 2, Equiv.swap 1 2 * Equiv.swap 0 1} := by
    decide
  unfold Matrix.permanent
  rw [h, Finset.sum_insert (by decide), Finset.sum_insert (by decide),
    Finset.sum_insert (by decide), Finset.sum_insert (by decide),
    Finset.sum_insert (by decide), Finset.sum_singleton]
  simp [Fin.prod_univ_three, Equiv.swap_apply_def]
  ring

/-- If all row and column sums are one, the permanent differs from 2/9 by a sum of
contributions of single entries, each depending only on the deviation from 1/3. -/
theorem permanent_eq_sum_deviations (P : Matrix (Fin 3) (Fin 3) ℝ)
    (hrow : ∀ i, ∑ j, P i j = 1) (hcol : ∀ j, ∑ i, P i j = 1) :
    P.permanent = 2 / 9
      + ∑ i, ∑ j, (2 / 3 * (P i j - 1 / 3) ^ 3 + 1 / 6 * (P i j - 1 / 3) ^ 2) := by
  simp only [Fin.sum_univ_three] at hrow hcol ⊢
  -- four entries determine the other five
  have e02 : P 0 2 = 1 - P 0 0 - P 0 1 := by linarith [hrow 0]
  have e12 : P 1 2 = 1 - P 1 0 - P 1 1 := by linarith [hrow 1]
  have e20 : P 2 0 = 1 - P 0 0 - P 1 0 := by linarith [hcol 0]
  have e21 : P 2 1 = 1 - P 0 1 - P 1 1 := by linarith [hcol 1]
  have e22 : P 2 2 = P 0 0 + P 0 1 + P 1 0 + P 1 1 - 1 := by
    linarith [hrow 2]
  rw [permanent_three, e02, e12, e20, e21, e22]
  ring

/-- Schur's inequality of third degree for three nonnegative numbers. -/
theorem schur_inequality {x y z : ℝ} (hx : 0 ≤ x) (hy : 0 ≤ y) (hz : 0 ≤ z) :
    0 ≤ x * (x - y) * (x - z) + y * (y - x) * (y - z) + z * (z - x) * (z - y) := by
  -- the ordered case is a sum of two nonnegative terms
  have key : ∀ a b c : ℝ, 0 ≤ c → c ≤ b → b ≤ a →
      0 ≤ a * (a - b) * (a - c) + b * (b - a) * (b - c) + c * (c - a) * (c - b) := by
    intro a b c hc hcb hba
    have h1 : 0 ≤ (a - b) ^ 2 * (a + b - c) :=
      mul_nonneg (sq_nonneg _) (by linarith)
    have h2 : 0 ≤ c * (a - c) * (b - c) :=
      mul_nonneg (mul_nonneg hc (by linarith)) (by linarith)
    linarith
  rcases le_total x y with h | h <;> rcases le_total y z with h' | h' <;>
    rcases le_total x z with h'' | h''
  · linarith [key z y x hx h h']
  · linarith [key z y x hx h h']
  · linarith [key y z x hx h'' h']
  · linarith [key y x z hz h'' h]
  · linarith [key z x y hy h h'']
  · linarith [key x z y hy h' h'']
  · linarith [key x y z hz h' h]
  · linarith [key x y z hz h' h]

/-- For three nonnegative numbers that sum to one, the sum of the terms
`2 / 3 * d ^ 3 + 1 / 6 * d ^ 2`, where `d` is the deviation of each number from 1/3, is at least
1/18 of the sum of the squared deviations. -/
theorem row_bound {x y z : ℝ} (hx : 0 ≤ x) (hy : 0 ≤ y) (hz : 0 ≤ z)
    (hsum : x + y + z = 1) :
    1 / 18 * ((x - 1 / 3) ^ 2 + (y - 1 / 3) ^ 2 + (z - 1 / 3) ^ 2) ≤
      (2 / 3 * (x - 1 / 3) ^ 3 + 1 / 6 * (x - 1 / 3) ^ 2)
      + (2 / 3 * (y - 1 / 3) ^ 3 + 1 / 6 * (y - 1 / 3) ^ 2)
      + (2 / 3 * (z - 1 / 3) ^ 3 + 1 / 6 * (z - 1 / 3) ^ 2) := by
  have hs := schur_inequality hx hy hz
  obtain rfl : z = 1 - x - y := by linarith
  linarith

/-- The permanent of a doubly stochastic 3 by 3 matrix exceeds 2/9 by at least 1/18 of
the squared distance of the matrix from the uniform one. -/
theorem permanent_stability {P : Matrix (Fin 3) (Fin 3) ℝ}
    (hP : P ∈ doublyStochastic ℝ (Fin 3)) :
    2 / 9 + 1 / 18 * ∑ i, ∑ j, (P i j - 1 / 3) ^ 2 ≤ P.permanent := by
  obtain ⟨hpos, hrow, hcol⟩ := mem_doublyStochastic_iff_sum.mp hP
  rw [permanent_eq_sum_deviations P hrow hcol]
  simp only [Fin.sum_univ_three] at hrow ⊢
  have r := fun i => row_bound (hpos i 0) (hpos i 1) (hpos i 2) (hrow i)
  linarith [r 0, r 1, r 2]

/-- Van der Waerden bound for n = 3: a doubly stochastic 3 by 3 matrix has permanent at least 2/9,
with equality exactly when all entries are 1/3. -/
theorem van_der_waerden_three {P : Matrix (Fin 3) (Fin 3) ℝ}
    (hP : P ∈ doublyStochastic ℝ (Fin 3)) :
    2 / 9 ≤ P.permanent ∧ (P.permanent = 2 / 9 ↔ ∀ i j, P i j = 1 / 3) := by
  have hs := permanent_stability hP
  have hnn : 0 ≤ ∑ i, ∑ j, (P i j - 1 / 3) ^ 2 :=
    Finset.sum_nonneg fun i _ => Finset.sum_nonneg fun j _ => sq_nonneg _
  refine ⟨by linarith, fun h i j => ?_, fun h => ?_⟩
  · -- at the minimum the squared distance vanishes, hence every term of it
    have h1 : (P i j - 1 / 3) ^ 2 ≤ ∑ l, (P i l - 1 / 3) ^ 2 :=
      Finset.single_le_sum (f := fun l => (P i l - 1 / 3) ^ 2)
        (fun l _ => sq_nonneg _) (Finset.mem_univ j)
    have h2 : ∑ l, (P i l - 1 / 3) ^ 2 ≤ ∑ k, ∑ l, (P k l - 1 / 3) ^ 2 :=
      Finset.single_le_sum (f := fun k => ∑ l, (P k l - 1 / 3) ^ 2)
        (fun k _ => Finset.sum_nonneg fun l _ => sq_nonneg _) (Finset.mem_univ i)
    have h3 : (P i j - 1 / 3) ^ 2 = 0 :=
      le_antisymm (by linarith) (sq_nonneg _)
    have h4 : P i j - 1 / 3 = 0 := pow_eq_zero_iff (two_ne_zero) |>.mp h3
    linarith
  · rw [permanent_three]
    simp only [h]
    norm_num

/-- The matrix with zero diagonal and all other entries 1/2. -/
noncomputable def hollow : Matrix (Fin 3) (Fin 3) ℝ :=
  !![0, 1 / 2, 1 / 2; 1 / 2, 0, 1 / 2; 1 / 2, 1 / 2, 0]

/-- The constant 1/18 in the stability bound is sharp: the doubly stochastic matrix with
zero diagonal and all other entries 1/2 is not uniform and gives equality. -/
theorem stability_sharp :
    hollow ∈ doublyStochastic ℝ (Fin 3) ∧ 0 < ∑ i, ∑ j, (hollow i j - 1 / 3) ^ 2 ∧
      hollow.permanent = 2 / 9 + 1 / 18 * ∑ i, ∑ j, (hollow i j - 1 / 3) ^ 2 := by
  refine ⟨mem_doublyStochastic_iff_sum.mpr ⟨fun i j => ?_, fun i => ?_, fun j => ?_⟩,
    ?_, ?_⟩
  · fin_cases i <;> fin_cases j <;> norm_num [hollow]
  · fin_cases i <;> simp [hollow, Fin.sum_univ_three] <;> norm_num
  · fin_cases j <;> simp [hollow, Fin.sum_univ_three] <;> norm_num
  · simp [hollow, Fin.sum_univ_three]
    norm_num
  · rw [permanent_three]
    simp [hollow, Fin.sum_univ_three]
    norm_num

/-- Single-particle transition probabilities of a three-mode interferometer: the squared
moduli of the amplitudes from input `k` to output `j`. -/
noncomputable def transitionMatrix (U : Matrix (Fin 3) (Fin 3) ℂ) :
    Matrix (Fin 3) (Fin 3) ℝ :=
  Matrix.of fun j k => ‖U j k‖ ^ 2

/-- The transition probabilities of a unitary interferometer form a doubly stochastic
matrix. -/
theorem transitionMatrix_mem {U : Matrix (Fin 3) (Fin 3) ℂ}
    (hU : U ∈ Matrix.unitaryGroup (Fin 3) ℂ) :
    transitionMatrix U ∈ doublyStochastic ℝ (Fin 3) := by
  refine mem_doublyStochastic_iff_sum.mpr
    ⟨fun i j => sq_nonneg ‖U i j‖, fun i => ?_, fun j => ?_⟩
  · -- rows of a unitary matrix are normalised
    have h := congrFun (congrFun (Matrix.mem_unitaryGroup_iff.mp hU) i) i
    rw [Matrix.mul_apply, Matrix.one_apply_eq] at h
    have h' : ((∑ k, ‖U i k‖ ^ 2 : ℝ) : ℂ) = 1 := by
      refine Eq.trans ?_ h
      push_cast
      exact Finset.sum_congr rfl fun k _ => (Complex.mul_conj' (U i k)).symm
    exact_mod_cast h'
  · -- and so are its columns
    have h := congrFun (congrFun (Matrix.mem_unitaryGroup_iff'.mp hU) j) j
    rw [Matrix.mul_apply, Matrix.one_apply_eq] at h
    have h' : ((∑ k, ‖U k j‖ ^ 2 : ℝ) : ℂ) = 1 := by
      refine Eq.trans ?_ h
      push_cast
      exact Finset.sum_congr rfl fun k _ => (Complex.conj_mul' (U k j)).symm
    exact_mod_cast h'

/-- For a unitary 3 by 3 matrix `U`, the permanent of the matrix of squared moduli `‖U j k‖ ^ 2` is
at least 2/9, with equality exactly when all these squared moduli are 1/3. -/
theorem coincidence_bound {U : Matrix (Fin 3) (Fin 3) ℂ}
    (hU : U ∈ Matrix.unitaryGroup (Fin 3) ℂ) :
    2 / 9 ≤ (transitionMatrix U).permanent ∧
      ((transitionMatrix U).permanent = 2 / 9 ↔ ∀ j k, ‖U j k‖ ^ 2 = 1 / 3) :=
  van_der_waerden_three (transitionMatrix_mem hU)

end ThreefoldCoincidence
```

```lean
#print axioms ThreefoldCoincidence.van_der_waerden_three
#print axioms ThreefoldCoincidence.stability_sharp
#print axioms ThreefoldCoincidence.coincidence_bound
```

```
'ThreefoldCoincidence.van_der_waerden_three' depends on axioms: [propext, Classical.choice, Quot.sound]
'ThreefoldCoincidence.stability_sharp' depends on axioms: [propext, Classical.choice, Quot.sound]
'ThreefoldCoincidence.coincidence_bound' depends on axioms: [propext, Classical.choice, Quot.sound]
```

### What the theorems say about the interferometer

`P : Matrix (Fin 3) (Fin 3) ℝ` is a real matrix with indices 0, 1, 2, and `P.permanent` is Mathlib's permanent, with the convention used above. The hypothesis `P ∈ doublyStochastic ℝ (Fin 3)` contains the nonnegative entries and the unit row and column sums. Unit column sums mean that no particle is lost. Unit row sums mean that one particle in each input gives a mean occupation of one in each output.

`permanent_stability` is the quantitative bound. `van_der_waerden_three` states the minimum and the equivalence between equality and `P i j = 1 / 3` for all `i` and `j`. The name refers to the bound \(n!/n^n\) for \(n\times n\) doubly stochastic matrices, of which this is the case \(n=3\). `stability_sharp` says that the matrix `hollow` is doubly stochastic, differs from the uniform matrix and gives equality in the quantitative bound.

For an interferometer with amplitudes \(U_{jk}\) from input \(k\) to output \(j\), `transitionMatrix U` has the entries \(|U_{jk}|^2\). Double stochasticity is then derived from unitarity in `transitionMatrix_mem`, and `coincidence_bound` transfers the result to every three-mode unitary.

The step left to physics is the identification of the permanent with a coincidence probability. It holds for particles that are fully distinguishable, propagate independently and all have the same transition probabilities \(P_{ij}\); the file contains no probability space or many-particle state. For identical bosons the corresponding quantity is \(|\operatorname{per}U|^2\), which can be zero. In multiphoton interference, a threefold probability below \(2/9\) therefore rules out fully distinguishable, independent particles, provided that the device is lossless, has three modes, receives one particle per input and acts on all three particles alike. Loss alone can also lower the probability, and so can a device that treats the particles differently, for example according to their polarisation.

The matrix with zero diagonal and \(1/2\) everywhere else is doubly stochastic, but no unitary produces it: rows 0 and 1 of \(U\) would overlap in one column only, with a product of modulus \(1/2\), and could not be orthogonal. The sharpness of \(1/18\) thus concerns doubly stochastic matrices in general, not unitary devices.

### How Lean reaches the bound

`permanent_three` lists the six permutations, has `decide` confirm that the list is complete, and expands the sum. `permanent_eq_sum_deviations` takes a shorter route than the expansion by degree: it expresses five entries through the other four, after which `ring` verifies the polynomial identity. Nonnegativity is not used there.

In `schur_inequality`, the auxiliary statement `key` is the ordered case with its two nonnegative terms. The three comparisons of `x`, `y` and `z` produce eight cases, and each is an instance of `key`. Two of them are cyclic and force all three numbers to be equal, which `key` also handles.

`row_bound` turns Schur's inequality into the estimate for one row, and `permanent_stability` adds the three estimates. For uniqueness, `van_der_waerden_three` bounds one squared deviation by its row sum and that by the full sum, using `Finset.single_le_sum` twice. At the minimum the full sum is zero, and so is each deviation. The converse is a direct evaluation.

For the unitary case, the diagonal entries of \(UU^\dagger=1\) give the row sums and those of \(U^\dagger U=1\) the column sums. These are complex equations, which `exact_mod_cast` carries back to the reals.

### Why `linarith` can prove a cubic inequality

The last line of `row_bound` is a plain `linarith`, although the goal is cubic. The tactic multiplies out polynomials and treats each distinct monomial, such as \(x^2y\), as a separate unknown. It then looks for a linear combination of the hypotheses and the negated goal that gives a contradiction. Here the combination is the one found above: the right side of the goal minus its left side equals \(\frac29S\), and `hs` says that \(S\) is nonnegative.

The line before it, `obtain rfl : z = 1 - x - y`, prepares this. The identity with \(\frac29S\) relies on \(x+y+z=1\) and fails for general \(x,y,z\), and using that equation inside cubic terms would require multiplying it by other polynomials, a search that `linarith` does not perform. Once `z` has been replaced, the identity holds for all \(x\) and \(y\), and only the coefficient \(2/9\) has to be found.
